# First-order intertwiners on the line: for smooth data, \(d+W\) intertwines \(-d^2+V_1\) and \(-d^2+V_2\) exactly when \(V_1=W^2-W'+c\) and \(V_2=W^2+W'+c\)

Let \(d=d/dx\), and let \(W,V_1,V_2\) be real functions on the line, with \(W\) twice differentiable, \(V_1\) differentiable and \(V_2\) arbitrary; smooth functions are a special case. Put \(H_1=-d^2+V_1\) and \(H_2=-d^2+V_2\). Then
\[(d+W)H_1f=H_2(d+W)f\quad\text{for every smooth } f\]
holds if and only if there is one real constant \(c\) with
\[V_1=W^2-W'+c,\qquad V_2=W^2+W'+c .\]
More generally, an operator \(L=a\,d+b\) with twice differentiable coefficients and \(a\) not identically zero intertwines exactly when \(a\) is a constant \(k\neq0\) and the same formulas hold with \(W=b/k\). For a single particle in one dimension with a time-independent potential, this identifies the pairs of Hamiltonians intertwined by such an operator: their potentials are the partner potentials of supersymmetric quantum mechanics, up to the common energy shift \(c\).

In Lean 4 with Mathlib:

```lean
import Mathlib

open scoped ContDiff

namespace FirstOrderIntertwiner

noncomputable section
```

## Operators as maps between functions

Units are such that \(\hbar^2/2m=1\), so the Hamiltonian is \(-d^2+V\). Operators act on real functions `ℝ → ℝ` pointwise, through `deriv`. There is no Hilbert space, no operator domain and no boundary condition.

```lean
/-- The Schrödinger operator `-d² + V` on the line. -/
def schrodinger (V f : ℝ → ℝ) : ℝ → ℝ := fun x => -deriv (deriv f) x + V x * f x
```

The general first-order operator sends \(f\) to \(af'+bf\).

```lean
/-- The general first-order differential operator `a d + b`. -/
def firstOrder (a b f : ℝ → ℝ) : ℝ → ℝ := fun x => a x * deriv f x + b x * f x
```

The two special cases are \(d+W\) and \(-d+W\), where \(W\) is the superpotential.

```lean
/-- The operator `d + W` with superpotential `W`. -/
def ladder (W f : ℝ → ℝ) : ℝ → ℝ := fun x => deriv f x + W x * f x

/-- The operator `-d + W` with superpotential `W`. -/
def coLadder (W f : ℝ → ℝ) : ℝ → ℝ := fun x => -deriv f x + W x * f x
```

`Intertwines L V₁ V₂` says \(LH_1f=H_2Lf\) as functions, for every infinitely differentiable \(f\), written `ContDiff ℝ ∞ f`. No decay is required of \(f\), so polynomials are admitted, and the argument below uses them.

```lean
/-- `L (-d² + V₁) f = (-d² + V₂) L f` for every smooth function `f`. -/
def Intertwines (L : (ℝ → ℝ) → ℝ → ℝ) (V₁ V₂ : ℝ → ℝ) : Prop :=
  ∀ f : ℝ → ℝ, ContDiff ℝ ∞ f → L (schrodinger V₁ f) = schrodinger V₂ (L f)
```

The coefficients need less regularity than \(f\). `TwiceDiff g` says that \(g'\) and \(g''\) exist everywhere, without continuity of \(g''\). Since `deriv` returns zero where a function is not differentiable, this hypothesis on \(a,b\) and `Differentiable ℝ V₁` are what make each `deriv` in the classification a true derivative. The potential \(V_2\) is never differentiated.

```lean
/-- The function and its derivative are differentiable everywhere. -/
def TwiceDiff (g : ℝ → ℝ) : Prop := Differentiable ℝ g ∧ Differentiable ℝ (deriv g)
```

Constants satisfy the condition, which is needed later for \(a=1\) and \(a=-1\).

```lean
variable {a b W V₁ V₂ f : ℝ → ℝ}

/-- Constant functions are twice differentiable. -/
theorem twiceDiff_const (k : ℝ) : TwiceDiff (fun _ => k) := by
  have h : deriv (fun _ : ℝ => k) = fun _ => 0 := by funext y; simp
  exact ⟨differentiable_const _, by rw [h]; exact differentiable_const _⟩
```

## The difference \(LH_1f-H_2Lf\)

The product rule gives
\[LH_1f=a\,(-f'''+V_1'f+V_1f')+b\,(-f''+V_1f),\]
\[H_2Lf=-(a''f'+2a'f''+af'''+b''f+2b'f'+bf'')+V_2\,(af'+bf).\]
On subtraction the terms \(af'''\) and \(bf''\) cancel, and what remains is
\[LH_1f-H_2Lf=2a'f''+q\,f'+r\,f,\]
\[q=a(V_1-V_2)+a''+2b',\qquad r=aV_1'+b(V_1-V_2)+b''.\]
In `defect`, `e1` is the derivative of \(H_1f\), while `e2` and `e3` are the first and second derivatives of \(Lf\), each built from the sum and product rules. The final `ring` performs the subtraction.

```lean
/-- For `L = a d + b` the third derivatives cancel in `L H₁ f - H₂ L f`, which is the
displayed combination of `f''`, `f'` and `f`. -/
theorem defect (ha : TwiceDiff a) (hb : TwiceDiff b) (hV : Differentiable ℝ V₁)
    (V₂ : ℝ → ℝ) (hf : ContDiff ℝ ∞ f) (x : ℝ) :
    firstOrder a b (schrodinger V₁ f) x - schrodinger V₂ (firstOrder a b f) x
      = 2 * deriv a x * deriv (deriv f) x
        + (a x * (V₁ x - V₂ x) + deriv (deriv a) x + 2 * deriv b x) * deriv f x
        + (a x * deriv V₁ x + b x * (V₁ x - V₂ x) + deriv (deriv b) x) * f x := by
  obtain ⟨f1, hf'⟩ := contDiff_infty_iff_deriv.1 hf
  obtain ⟨f2, hf''⟩ := contDiff_infty_iff_deriv.1 hf'
  have f3 := (contDiff_infty_iff_deriv.1 hf'').1
  have e1 : deriv (schrodinger V₁ f) x
      = -deriv (deriv (deriv f)) x + (deriv V₁ x * f x + V₁ x * deriv f x) :=
    ((f3 x).hasDerivAt.fun_neg.fun_add ((hV x).hasDerivAt.fun_mul (f1 x).hasDerivAt)).deriv
  have e2 : deriv (firstOrder a b f) = fun y =>
      (deriv a y * deriv f y + a y * deriv (deriv f) y) + (deriv b y * f y + b y * deriv f y) :=
    funext fun y => (((ha.1 y).hasDerivAt.fun_mul (f2 y).hasDerivAt).fun_add
      ((hb.1 y).hasDerivAt.fun_mul (f1 y).hasDerivAt)).deriv
  have e3 : deriv (deriv (firstOrder a b f)) x
      = ((deriv (deriv a) x * deriv f x + deriv a x * deriv (deriv f) x)
          + (deriv a x * deriv (deriv f) x + a x * deriv (deriv (deriv f)) x))
        + ((deriv (deriv b) x * f x + deriv b x * deriv f x)
          + (deriv b x * deriv f x + b x * deriv (deriv f) x)) := by
    rw [e2]
    exact ((((ha.2 x).hasDerivAt.fun_mul (f2 x).hasDerivAt).fun_add
      ((ha.1 x).hasDerivAt.fun_mul (f3 x).hasDerivAt)).fun_add
      (((hb.2 x).hasDerivAt.fun_mul (f1 x).hasDerivAt).fun_add
      ((hb.1 x).hasDerivAt.fun_mul (f2 x).hasDerivAt))).deriv
  show a x * deriv (schrodinger V₁ f) x + b x * (-deriv (deriv f) x + V₁ x * f x)
    - (-deriv (deriv (firstOrder a b f)) x + V₂ x * (a x * deriv f x + b x * f x)) = _
  rw [e1, e3]
  ring
```

## Three test functions isolate the three coefficients

If \(L\) intertwines, the difference vanishes for every smooth \(f\). The choices \(f=1\), \(f=x\) and \(f=x^2\) give, at each point \(x\),
\[r=0,\qquad q+xr=0,\qquad 4a'+2xq+x^2r=0 .\]
The second equation minus \(x\) times the first is \(q=0\). The third, minus \(2x\) times the second, plus \(x^2\) times the first, is \(4a'=0\). Conversely, if \(a'=q=r=0\) everywhere, the difference vanishes for all \(f\). The three equations are `h0`, `h1` and `h2`, and the `linear_combination` calls carry the multipliers just given.

```lean
/-- `a d + b` intertwines the two Schrödinger operators exactly when `a' = 0`,
`a (V₁ - V₂) + a'' + 2 b' = 0` and `a V₁' + b (V₁ - V₂) + b'' = 0` everywhere. -/
theorem intertwines_iff_coefficients (ha : TwiceDiff a) (hb : TwiceDiff b)
    (hV : Differentiable ℝ V₁) :
    Intertwines (firstOrder a b) V₁ V₂ ↔ ∀ x, deriv a x = 0
      ∧ a x * (V₁ x - V₂ x) + deriv (deriv a) x + 2 * deriv b x = 0
      ∧ a x * deriv V₁ x + b x * (V₁ x - V₂ x) + deriv (deriv b) x = 0 := by
  constructor
  · intro h x
    have d0 : deriv (fun _ : ℝ => (0 : ℝ)) = fun _ => 0 := by funext y; simp
    have d1 : deriv (fun _ : ℝ => (1 : ℝ)) = fun _ => 0 := by funext y; simp
    have dx : deriv (fun y : ℝ => y) = fun _ => 1 := funext fun y => (hasDerivAt_id' y).deriv
    have dq : deriv (fun y : ℝ => y * y) = fun y => 2 * y := by
      funext y
      have : HasDerivAt (fun y : ℝ => y * y) (1 * y + y * 1) y :=
        (hasDerivAt_id' y).fun_mul (hasDerivAt_id' y)
      rw [this.deriv]
      ring
    have d2 : deriv (fun y : ℝ => 2 * y) = fun _ => 2 :=
      funext fun y => ((hasDerivAt_id' y).const_mul (2 : ℝ)).deriv.trans (mul_one 2)
    -- test functions 1, x and x²
    have s0 : ContDiff ℝ ∞ (fun _ : ℝ => (1 : ℝ)) := contDiff_const
    have s1 : ContDiff ℝ ∞ (fun y : ℝ => y) := contDiff_id
    have s2 : ContDiff ℝ ∞ (fun y : ℝ => y * y) := s1.mul s1
    have h0 := defect ha hb hV V₂ s0 x
    have h1 := defect ha hb hV V₂ s1 x
    have h2 := defect ha hb hV V₂ s2 x
    rw [h _ s0, sub_self, d1, d0] at h0
    rw [h _ s1, sub_self, dx, d1] at h1
    rw [h _ s2, sub_self, dq, d2] at h2
    beta_reduce at h0 h1 h2
    exact ⟨by linear_combination -(h2 - 2 * x * h1 + x ^ 2 * h0) / 4,
      by linear_combination -(h1 - x * h0), by linear_combination -h0⟩
  · intro h f hf
    funext x
    obtain ⟨p, q, r⟩ := h x
    rw [← sub_eq_zero, defect ha hb hV V₂ hf x]
    linear_combination 2 * deriv (deriv f) x * p + deriv f x * q + f x * r
```

## Solving the coefficient equations

Assume \(a(x_0)\neq0\) at some point \(x_0\). This condition says that \(L\) contains a derivative term and is not mere multiplication by \(b\). From \(a'=0\) on the whole line, \(a\) equals the constant \(k=a(x_0)\neq0\), and \(a''=0\). The remaining equations are
\[k(V_1-V_2)+2b'=0,\qquad kV_1'+b(V_1-V_2)+b''=0 .\]
Multiplying the second by \(k\) and subtracting \(b\) times the first removes \(V_1-V_2\):
\[k^2V_1'+kb''-2bb'=\bigl(k^2V_1+kb'-b^2\bigr)'=0 .\]
Hence \(k^2V_1+kb'-b^2\) is a constant, called `m` in the proof, and with \(c\) equal to that constant divided by \(k^2\),
\[V_1=(b/k)^2-b'/k+c,\qquad V_2=V_1+2b'/k=(b/k)^2+b'/k+c .\]
For the converse, these formulas give \(V_1-V_2=-2b'/k\), so \(q=0\). They also give \(kV_1'=2bb'/k-b''\), which cancels against \(b(V_1-V_2)+b''=-2bb'/k+b''\), so \(r=0\).

In the proof, `hg` states the vanishing derivative and is closed by `linear_combination k * r - b y * q`, the elimination above. Both integrations use `is_const_of_deriv_eq_zero`. In the converse, `dV` is the derivative of \(V_1\).

```lean
/-- If `a` does not vanish identically, `a d + b` intertwines exactly when `a` is a constant
`k ≠ 0`, `V₁ = (b/k)² - b'/k + c` and `V₂ = (b/k)² + b'/k + c` for one constant `c`. -/
theorem firstOrder_intertwines_iff (ha : TwiceDiff a) (hb : TwiceDiff b)
    (hV : Differentiable ℝ V₁) {x₀ : ℝ} (h₀ : a x₀ ≠ 0) :
    Intertwines (firstOrder a b) V₁ V₂ ↔ ∃ k c : ℝ, k ≠ 0 ∧ ∀ x, a x = k
      ∧ V₁ x = (b x / k) ^ 2 - deriv b x / k + c
      ∧ V₂ x = (b x / k) ^ 2 + deriv b x / k + c := by
  rw [intertwines_iff_coefficients ha hb hV]
  constructor
  · intro h
    obtain ⟨k, hk0, hk⟩ : ∃ k : ℝ, k ≠ 0 ∧ ∀ x, a x = k :=
      ⟨a x₀, h₀, fun x => is_const_of_deriv_eq_zero ha.1 (fun y => (h y).1) x x₀⟩
    have da : deriv a = fun _ => 0 := funext fun y => (h y).1
    have h2 : ∀ x, deriv (deriv a) x = 0 := fun x => by rw [da]; simp
    -- eliminating V₁ - V₂ leaves a total derivative
    have hg : ∀ y, HasDerivAt (fun y => k ^ 2 * V₁ y + k * deriv b y - b y * b y) 0 y := by
      intro y
      obtain ⟨-, q, r⟩ := h y
      rw [hk, h2] at q
      rw [hk] at r
      refine HasDerivAt.congr_deriv ((((hV y).hasDerivAt.const_mul (k ^ 2)).fun_add
        ((hb.2 y).hasDerivAt.const_mul k)).fun_sub
        ((hb.1 y).hasDerivAt.fun_mul (hb.1 y).hasDerivAt)) ?_
      linear_combination k * r - b y * q
    have hd : Differentiable ℝ (fun y => k ^ 2 * V₁ y + k * deriv b y - b y * b y) :=
      fun y => (hg y).differentiableAt
    obtain ⟨m, hm⟩ : ∃ m : ℝ, ∀ x, k ^ 2 * V₁ x + k * deriv b x - b x * b x = m :=
      ⟨_, fun x => is_const_of_deriv_eq_zero hd (fun y => (hg y).deriv) x 0⟩
    refine ⟨k, m / k ^ 2, hk0, fun x => ⟨hk x, ?_, ?_⟩⟩
    · rw [← hm x]
      field_simp
      ring
    · have q := (h x).2.1
      rw [hk, h2] at q
      have e : V₂ x = (k * V₁ x + 2 * deriv b x) / k := by
        rw [eq_div_iff hk0]
        linear_combination -q
      rw [e, ← hm x]
      field_simp
      ring
  · rintro ⟨k, c, hk0, h⟩ x
    have ea : a = fun _ => k := funext fun y => (h y).1
    have da : deriv a = fun _ => 0 := by rw [ea]; funext y; simp
    have h2 : deriv (deriv a) x = 0 := by rw [da]; simp
    have eV : V₁ = fun y => b y / k * (b y / k) - deriv b y / k + c :=
      funext fun y => by rw [(h y).2.1]; ring
    have hW := (hb.1 x).hasDerivAt.div_const k
    have dV : deriv V₁ x
        = deriv b x / k * (b x / k) + b x / k * (deriv b x / k) - deriv (deriv b) x / k := by
      rw [eV]
      exact (((hW.fun_mul hW).fun_sub ((hb.2 x).hasDerivAt.div_const k)).add_const c).deriv
    refine ⟨by simp [da], ?_, ?_⟩
    · rw [h2, (h x).1, (h x).2.1, (h x).2.2]
      field_simp
      ring
    · rw [dV, (h x).1, (h x).2.1, (h x).2.2]
      field_simp
      ring
```

## The operators \(d+W\) and \(-d+W\)

Setting \(a=1\) and \(b=W\) forces \(k=1\) and yields the main theorem. In `ladder_intertwines_iff` the quantifier `∃ c : ℝ` stands before `∀ x`, so one constant serves both potentials at all points. It is the integration constant of the previous step. For a given \(W\), changing \(c\) shifts both potentials by the same amount; for a given \(V_1\), a different \(c\) requires a different \(W\).

```lean
/-- `(d + W)(-d² + V₁) f = (-d² + V₂)(d + W) f` for all smooth `f` exactly when
`V₁ = W² - W' + c` and `V₂ = W² + W' + c` for one constant `c`. -/
theorem ladder_intertwines_iff (hW : TwiceDiff W) (hV : Differentiable ℝ V₁) :
    Intertwines (ladder W) V₁ V₂ ↔
      ∃ c : ℝ, ∀ x, V₁ x = W x ^ 2 - deriv W x + c ∧ V₂ x = W x ^ 2 + deriv W x + c := by
  have e : ladder W = firstOrder (fun _ => 1) W := by
    funext g x; simp [ladder, firstOrder]
  rw [e, firstOrder_intertwines_iff (twiceDiff_const 1) hW hV (x₀ := 0) one_ne_zero]
  constructor
  · rintro ⟨k, c, -, h⟩
    have hk : (1 : ℝ) = k := (h 0).1
    subst hk
    exact ⟨c, fun x => ⟨by rw [(h x).2.1]; ring, by rw [(h x).2.2]; ring⟩⟩
  · rintro ⟨c, h⟩
    exact ⟨1, c, one_ne_zero, fun x => ⟨rfl, by rw [(h x).1]; ring, by rw [(h x).2]; ring⟩⟩
```

Setting \(a=-1\) and \(b=W\), with the potentials exchanged, gives \(k=-1\) and the conditions \(V_2=W^2+W'+c\) and \(V_1=W^2-W'+c\). These are the same two equations. So \(d+W\) intertwines from \(V_1\) to \(V_2\) exactly when \((-d+W)H_2f=H_1(-d+W)f\) for all smooth \(f\). Here \(V_2\) occupies the slot that is differentiated, so both potentials are assumed differentiable.

```lean
/-- `d + W` intertwines from `V₁` to `V₂` exactly when `-d + W` intertwines from `V₂` to `V₁`. -/
theorem ladder_iff_coLadder (hW : TwiceDiff W) (hV₁ : Differentiable ℝ V₁)
    (hV₂ : Differentiable ℝ V₂) :
    Intertwines (ladder W) V₁ V₂ ↔ Intertwines (coLadder W) V₂ V₁ := by
  have e : coLadder W = firstOrder (fun _ => -1) W := by
    funext g x; simp [coLadder, firstOrder]
  have hn : (-1 : ℝ) ≠ 0 := by norm_num
  rw [ladder_intertwines_iff hW hV₁, e,
    firstOrder_intertwines_iff (twiceDiff_const (-1)) hW hV₂ (x₀ := 0) hn]
  constructor
  · rintro ⟨c, h⟩
    exact ⟨-1, c, hn, fun x => ⟨rfl, by rw [(h x).2]; ring, by rw [(h x).1]; ring⟩⟩
  · rintro ⟨k, c, -, h⟩
    have hk : (-1 : ℝ) = k := (h 0).1
    subst hk
    exact ⟨c, fun x => ⟨by rw [(h x).2.2]; ring, by rw [(h x).2.1]; ring⟩⟩
```

## Factorisation of both Hamiltonians

For twice differentiable \(f\),
\[(-d+W)(f'+Wf)=-f''-W'f-Wf'+Wf'+W^2f=-f''+(W^2-W')f,\]
\[(d+W)(-f'+Wf)=-f''+W'f+Wf'-Wf'+W^2f=-f''+(W^2+W')f .\]
Adding \(cf\) and inserting the formulas for the potentials shows that intertwining implies
\[H_1=(-d+W)(d+W)+c,\qquad H_2=(d+W)(-d+W)+c .\]
The facts `dA` and `dB` are the derivatives of \((d+W)f\) and \((-d+W)f\). The theorem is an identity of differential expressions. Adjointness of \(-d+W\) and \(d+W\), and the lower bound \(c\) on the energy that one associates with it, need an inner product and boundary conditions and are not part of what is proved here.

```lean
/-- If `d + W` intertwines, then `H₁ = (-d + W)(d + W) + c` and `H₂ = (d + W)(-d + W) + c`
on twice differentiable functions, with one constant `c`. -/
theorem factorisation (hW : TwiceDiff W) (hV : Differentiable ℝ V₁)
    (h : Intertwines (ladder W) V₁ V₂) :
    ∃ c : ℝ, ∀ f, TwiceDiff f → ∀ x,
      schrodinger V₁ f x = coLadder W (ladder W f) x + c * f x
      ∧ schrodinger V₂ f x = ladder W (coLadder W f) x + c * f x := by
  obtain ⟨c, hc⟩ := (ladder_intertwines_iff hW hV).1 h
  refine ⟨c, fun f hf x => ?_⟩
  have hm := (hW.1 x).hasDerivAt.fun_mul (hf.1 x).hasDerivAt
  have dA : deriv (ladder W f) x = deriv (deriv f) x + (deriv W x * f x + W x * deriv f x) :=
    ((hf.2 x).hasDerivAt.fun_add hm).deriv
  have dB : deriv (coLadder W f) x = -deriv (deriv f) x + (deriv W x * f x + W x * deriv f x) :=
    ((hf.2 x).hasDerivAt.fun_neg.fun_add hm).deriv
  constructor
  · show -deriv (deriv f) x + V₁ x * f x
      = -deriv (ladder W f) x + W x * (deriv f x + W x * f x) + c * f x
    rw [dA, (hc x).1]
    ring
  · show -deriv (deriv f) x + V₂ x * f x
      = deriv (coLadder W f) x + W x * (-deriv f x + W x * f x) + c * f x
    rw [dB, (hc x).2]
    ring
```

## Solutions at fixed energy are carried from \(H_1\) to \(H_2\)

Let \(E\) be a real energy, let a smooth \(f\) satisfy \(H_1f=Ef\), and put \(g=(d+W)f\). Then
\[H_2g=(d+W)H_1f=(d+W)(Ef)=Eg .\]
The proof rewrites with the intertwining identity and with `hE`, and `hd` moves \(E\) through the derivative. Apart from the smoothness of \(f\) and the equation \(H_1f=Ef\), the theorem assumes only the intertwining identity. If \(V_1\) is smooth, every solution \(f\) is smooth; for a less regular \(V_1\) the smoothness assumption can exclude solutions. When \(W\) is twice differentiable, as in the classification, so is \(g\), and the conclusion is a true differential equation. The conclusion concerns solutions of the differential equation: \(g\) may vanish identically, which happens when \(f'=-Wf\), and nothing is said about square integrability of \(f\) or \(g\). It is the algebraic step behind the matching of bound-state levels of partner potentials, and not a statement about spectra.

```lean
/-- If `d + W` intertwines and a smooth `f` solves `H₁ f = E f`, then `g = (d + W) f` solves
`H₂ g = E g`. -/
theorem solution_transport (h : Intertwines (ladder W) V₁ V₂) (hf : ContDiff ℝ ∞ f) {E : ℝ}
    (hE : schrodinger V₁ f = fun x => E * f x) :
    schrodinger V₂ (ladder W f) = fun x => E * ladder W f x := by
  rw [← h f hf, hE]
  funext x
  have hd : deriv (fun y => E * f y) x = E * deriv f x :=
    (((contDiff_infty_iff_deriv.1 hf).1 x).hasDerivAt.const_mul E).deriv
  show deriv (fun y => E * f y) x + W x * (E * f x) = E * (deriv f x + W x * f x)
  rw [hd]
  ring
```

## Harmonic potentials

For \(W=wx\) with any real \(w\), one has \(W'=w\), and the choice \(c=0\) gives \(V_1=w^2x^2-w\) and \(V_2=w^2x^2+w\). These are the same harmonic well, displaced in energy by \(2w\); at \(w=0\) both vanish and the statement is that \(d\) commutes with \(-d^2\). The proof checks the regularity of \(W\) and \(V_1\) and applies the main theorem from right to left.

```lean
/-- `d + w x` intertwines the harmonic potentials `w² x² - w` and `w² x² + w`. -/
theorem intertwines_witness (w : ℝ) :
    Intertwines (ladder fun x => w * x) (fun x => w ^ 2 * x ^ 2 - w)
      (fun x => w ^ 2 * x ^ 2 + w) := by
  have dW : deriv (fun y : ℝ => w * y) = fun _ => w :=
    funext fun y => ((hasDerivAt_id' y).const_mul w).deriv.trans (mul_one w)
  have hW : TwiceDiff (fun y : ℝ => w * y) :=
    ⟨by fun_prop, by rw [dW]; exact differentiable_const _⟩
  have hV : Differentiable ℝ (fun x : ℝ => w ^ 2 * x ^ 2 - w) := by fun_prop
  refine (ladder_intertwines_iff hW hV).2 ⟨0, fun x => ?_⟩
  rw [dW]
  beta_reduce
  constructor <;> ring

end

end FirstOrderIntertwiner
```

```lean
#print axioms FirstOrderIntertwiner.firstOrder_intertwines_iff
#print axioms FirstOrderIntertwiner.ladder_iff_coLadder
#print axioms FirstOrderIntertwiner.factorisation
#print axioms FirstOrderIntertwiner.solution_transport
```

```
'FirstOrderIntertwiner.firstOrder_intertwines_iff' depends on axioms: [propext, Classical.choice, Quot.sound]
'FirstOrderIntertwiner.ladder_iff_coLadder' depends on axioms: [propext, Classical.choice, Quot.sound]
'FirstOrderIntertwiner.factorisation' depends on axioms: [propext, Classical.choice, Quot.sound]
'FirstOrderIntertwiner.solution_transport' depends on axioms: [propext, Classical.choice, Quot.sound]
```
